# Short-time drift and diffusion of an AFQMC orbital with fixed force bias

## Checking a propagator at small time step

To check an auxiliary-field quantum Monte Carlo (AFQMC) propagator, one can take the plain average, without importance weights, of the change of an orbital over many sampled fields, divide it by the time step t, and compare with the expected drift. Products of changes test the noise in the same way. The limits below supply both reference values for one orbital in a finite basis, driven by one auxiliary field with a fixed force bias.

The orbital φ is a complex vector, K a complex one-body matrix, and V = diag(v) the operator coupled to the field x, which is standard normal. One step is

φ_t = exp(-tK) exp((√t x - t b) V) φ.

The complex number b is the force bias: it shifts the sampled field by -√t b, in practice to steer walkers towards large overlap with a trial state. Here it is constant during the step and independent of x and t.

## The two rates

Write E for the mean over x. As t decreases to zero,

E[φ_t - φ]/t → (-K + V²/2 - bV)φ

E[(φ_t - φ)_i (φ_t - φ)_j]/t → (Vφ)_i (Vφ)_j.

The term V²/2 is the Itô correction: noise of size √t contributes to the mean at order t. These are limits of moments over a single step; no stochastic differential equation is constructed.

A second orbital χ, with data L, W = diag(w) and c in place of K, V and b, may share the field. The cross-diffusion is then (Vφ)_i (Wχ)_j.

## Derivation from Gaussian averages

Since V is diagonal,

(φ_t)_i = Σ_k [exp(-tK)]_ik φ_k exp(√t x v_k - t b v_k).

For real s, completing the square gives E[exp(sx)] = exp(s²/2). Both sides are entire in s, so this holds for complex s too. With s = √t a,

E[exp(√t x a - t d)] = exp(t(a²/2 - d)).

Hence the mean m_i(t) = E[(φ_t)_i] is

m_i(t) = Σ_k [exp(-tK)]_ik φ_k exp(t(v_k²/2 - b v_k)).

At t = 0 this equals φ_i, and the product rule gives the drift:

m_i'(0) = -(Kφ)_i + (v_i²/2 - b v_i)φ_i.

For two orbitals the exponents add before averaging. The second moment P_ij(t) = E[(φ_t)_i (χ_t)_j] is

P_ij(t) = Σ_k Σ_l [exp(-tK)]_ik [exp(-tL)]_jl φ_k χ_l exp(t((v_k + w_l)²/2 - b v_k - c w_l)),

with slope

P_ij'(0) = φ_i χ_j((v_i + w_j)²/2 - b v_i - c w_j) - φ_i(Lχ)_j - χ_j(Kφ)_i.

Let q_j(t) = E[(χ_t)_j]. Expanding the increments,

E[(φ_t - φ)_i (χ_t - χ)_j] = P_ij(t) - φ_i q_j(t) - χ_j m_i(t) + φ_i χ_j.

This vanishes at t = 0. In its slope, all terms with K, L, b and c cancel, leaving

φ_i χ_j((v_i + w_j)² - v_i² - w_j²)/2 = (v_i φ_i)(w_j χ_j).

Taking χ = φ with the same data gives the diffusion. Taking the complex conjugate of φ and its data gives the Hermitian version, (Vφ)_i times the conjugate of (Vφ)_j, because x is real.

## Two components in numbers

Take K = [[0, 1], [1, 0]], v = (1, -1), b = 1/2 and φ = (1, 2). Then Kφ = (2, 1), V²φ/2 = (1/2, 1) and bVφ = (1/2, -1), so

drift = (-2 + 1/2 - 1/2, -1 + 1 + 1) = (-2, 1).

Since Vφ = (1, -2), the diffusion matrix is [[1, -2], [-2, 4]].

## A field with non-zero mean

Let x be normal with mean 1 and variance 1 instead, with one component, K = b = 0 and v = φ = 1. Then

E[φ_t - φ]/t = (exp(√t + t/2) - 1)/t ≥ 1/√t,

which diverges as t decreases to zero. So the drift limit can fail when the field is not centred.

## Reading the Lean statements

`step` is φ_t, with genuine matrix exponentials and `*ᵥ` for matrix times vector. The finite type `n` labels the basis. `gaussianReal 0 1` has mean 0 and variance 1, and `𝓝[>] 0` means that t approaches zero from above. K need not be Hermitian, and v, b and φ may be complex.

In `ito_drift_and_diffusion`, the first part is convergence of the whole drift vector; the second treats each pair i, j without conjugation. `cross_diffusion` covers two orbitals sharing a field, and `hermitian_diffusion` inserts the conjugate.

Despite the namespace `PhaselessAFQMC`, the model has no phaseless constraint. It also has no importance weights and only one field, and V is diagonal in the chosen basis.

```lean
import Mathlib

open Matrix MeasureTheory ProbabilityTheory Filter Topology

namespace PhaselessAFQMC

noncomputable section

variable {n : Type*} [Fintype n] [DecidableEq n]

/-- The standard normal law of the auxiliary field. -/
local notation "γ" => gaussianReal 0 1

/-- One AFQMC step `exp(-tK) exp((√t x - t b) V) φ` with `V = diag v`, force bias `b` and
auxiliary field `x`. -/
def step (K : Matrix n n ℂ) (v : n → ℂ) (b : ℂ) (φ : n → ℂ) (t x : ℝ) : n → ℂ :=
  NormedSpace.exp (t • (-K)) *ᵥ
    (NormedSpace.exp (((Real.sqrt t : ℂ) * x - t * b) • diagonal v) *ᵥ φ)

/-- The scalar factor `exp(√t x a - t d)` produced by the auxiliary field. -/
def fieldFactor (a d : ℂ) (t x : ℝ) : ℂ :=
  Complex.exp ((Real.sqrt t : ℂ) * x * a - t * d)

/-- The vector `exp(-tK) exp(t (V²/2 - b V)) φ`. -/
def meanStep (K : Matrix n n ℂ) (v : n → ℂ) (b : ℂ) (φ : n → ℂ) (t : ℝ) : n → ℂ :=
  NormedSpace.exp (t • (-K)) *ᵥ fun k => φ k * Complex.exp (t * (v k ^ 2 / 2 - b * v k))

/-- The sum over `k` and `l` of `exp(-tK)_ik exp(-tL)_jl φ_k χ_l exp(t ((v_k + w_l)²/2 - b v_k - c
w_l))`. -/
def pairMoment (K L : Matrix n n ℂ) (v w : n → ℂ) (b c : ℂ) (φ χ : n → ℂ) (i j : n)
    (t : ℝ) : ℂ :=
  (NormedSpace.exp (t • (-K)) *ᵥ fun k => (NormedSpace.exp (t • (-L)) *ᵥ fun l =>
    φ k * χ l * Complex.exp (t * ((v k + w l) ^ 2 / 2 - (b * v k + c * w l)))) j) i

/-- The diagonal propagator multiplies each component of the orbital by its own field factor. -/
theorem step_eq (K : Matrix n n ℂ) (v : n → ℂ) (b : ℂ) (φ : n → ℂ) (t x : ℝ) :
    step K v b φ t x = NormedSpace.exp (t • (-K)) *ᵥ
      fun k => φ k * fieldFactor (v k) (b * v k) t x := by
  unfold step fieldFactor
  congr 1
  ext k
  -- the exponential of a vector is taken component by component
  have hp : ∀ u : n → ℂ, NormedSpace.exp u k = NormedSpace.exp (u k) := fun u => by
    exact NormedSpace.map_exp (Pi.evalRingHom (fun _ : n => ℂ) k) (continuous_apply k) u
  rw [← diagonal_smul, Matrix.exp_diagonal, mulVec_diagonal, hp,
    ← Complex.exp_eq_exp_ℂ, mul_comm _ (φ k)]
  congr 2
  simp only [Pi.smul_apply, smul_eq_mul]
  ring

/-- For `t ≥ 0` the field factor is integrable, and its Gaussian mean is `exp(t (a²/2 - d))`. -/
theorem mean_fieldFactor (a d : ℂ) {t : ℝ} (ht : 0 ≤ t) :
    Integrable (fun x => fieldFactor a d t x) γ ∧
      ∫ x, fieldFactor a d t x ∂γ = Complex.exp (t * (a ^ 2 / 2 - d)) := by
  unfold fieldFactor
  constructor
  · have hr := integrable_exp_mul_gaussianReal (μ := 0) (v := 1) (Real.sqrt t * a.re)
    refine (hr.const_mul (Real.exp (-(t * d.re)))).mono'
      (Continuous.aestronglyMeasurable (by fun_prop)) (ae_of_all _ fun x => le_of_eq ?_)
    rw [Complex.norm_exp, ← Real.exp_add]
    congr 1
    simp only [Complex.sub_re, Complex.mul_re, Complex.mul_im, Complex.ofReal_re,
      Complex.ofReal_im]
    ring
  · have h := complexMGF_id_gaussianReal (μ := 0) (v := 1) ((Real.sqrt t : ℂ) * a)
    simp only [complexMGF, id] at h
    have hs : (Real.sqrt t : ℂ) ^ 2 = t := by rw [← Complex.ofReal_pow, Real.sq_sqrt ht]
    have e : (fun x : ℝ => Complex.exp ((Real.sqrt t : ℂ) * x * a - t * d)) =
        fun x : ℝ => Complex.exp (-(t * d)) * Complex.exp ((Real.sqrt t : ℂ) * a * x) := by
      ext x
      rw [← Complex.exp_add]
      congr 1
      ring
    rw [e, integral_const_mul, h, ← Complex.exp_add]
    congr 1
    push_cast
    linear_combination (a ^ 2 / 2) * hs

omit [DecidableEq n] in
/-- Averaging over the auxiliary field commutes with a fixed one-body matrix. -/
theorem mean_mulVec (M : Matrix n n ℂ) (g : ℝ → n → ℂ)
    (hg : ∀ k, Integrable (fun x => g x k) γ) (i : n) :
    Integrable (fun x => (M *ᵥ g x) i) γ ∧
      ∫ x, (M *ᵥ g x) i ∂γ = (M *ᵥ fun k => ∫ x, g x k ∂γ) i := by
  simp only [mulVec, dotProduct]
  refine ⟨integrable_finsetSum _ fun k _ => (hg k).const_mul (M i k), ?_⟩
  rw [integral_finsetSum _ fun k _ => (hg k).const_mul (M i k)]
  simp only [integral_const_mul]

/-- Product rule at `t = 0` for a time-dependent vector propagated by `exp(-tK)`. -/
theorem hasDerivAt_propagate (K : Matrix n n ℂ) (g : ℝ → n → ℂ) (g' : n → ℂ)
    (hg : ∀ k, HasDerivAt (fun t => g t k) (g' k) 0) (i : n) :
    HasDerivAt (fun t : ℝ => (NormedSpace.exp (t • (-K)) *ᵥ g t) i)
      (g' i - (K *ᵥ g 0) i) 0 := by
  -- each matrix element of the propagator has slope `-K i k`
  have hE : ∀ k, HasDerivAt (fun t : ℝ => NormedSpace.exp (t • (-K)) i k) (-K i k) 0 := by
    intro k
    let _ : NormedRing (Matrix n n ℂ) := Matrix.linftyOpNormedRing
    let _ : NormedAlgebra ℝ (Matrix n n ℂ) := Matrix.linftyOpNormedAlgebra
    have h := hasDerivAt_exp_smul_const (𝕂 := ℝ) (-K) (0 : ℝ)
    let L : Matrix n n ℂ →L[ℝ] ℂ :=
      { toFun := fun M => M i k
        map_add' := fun _ _ => rfl
        map_smul' := fun _ _ => rfl
        cont := by exact continuous_id.matrix_elem i k }
    refine HasDerivAt.congr_deriv (L.hasFDerivAt.comp_hasDerivAt (0 : ℝ) h) ?_
    change (NormedSpace.exp ((0 : ℝ) • (-K)) * (-K)) i k = -K i k
    rw [zero_smul, NormedSpace.exp_zero, one_mul]
    rfl
  have h := HasDerivAt.fun_sum (u := Finset.univ) fun k _ => (hE k).fun_mul (hg k)
  refine HasDerivAt.congr_deriv h ?_
  simp only [zero_smul, NormedSpace.exp_zero, Matrix.one_apply, ite_mul, one_mul, zero_mul,
    neg_mul, Finset.sum_add_distrib, Finset.sum_neg_distrib, Finset.sum_ite_eq,
    Finset.mem_univ, if_true, mulVec, dotProduct]
  ring

/-- For `t ≥ 0` each component of the orbital after one step is integrable with mean `meanStep`,
whose slope at `t = 0` is given. -/
theorem mean_step (K : Matrix n n ℂ) (v : n → ℂ) (b : ℂ) (φ : n → ℂ) (i : n) :
    (∀ t : ℝ, 0 ≤ t → Integrable (fun x => step K v b φ t x i) γ ∧
      ∫ x, step K v b φ t x i ∂γ = meanStep K v b φ t i) ∧
    HasDerivAt (fun t => meanStep K v b φ t i)
      (φ i * (v i ^ 2 / 2 - b * v i) - (K *ᵥ φ) i) 0 := by
  constructor
  · intro t ht
    simp only [step_eq]
    have h := mean_mulVec (NormedSpace.exp (t • (-K)))
      (fun x k => φ k * fieldFactor (v k) (b * v k) t x)
      (fun k => (mean_fieldFactor _ _ ht).1.const_mul _) i
    refine ⟨h.1, h.2.trans ?_⟩
    simp only [integral_const_mul, (mean_fieldFactor _ _ ht).2, meanStep]
  · have hc : ∀ p q : ℂ, HasDerivAt (fun t : ℝ => p * Complex.exp (t * q)) (p * q) 0 :=
      fun p q => by
        simpa using ((hasDerivAt_id (0 : ℝ)).ofReal_comp.mul_const q).cexp.const_mul p
    refine HasDerivAt.congr_deriv (hasDerivAt_propagate K
      (fun t k => φ k * Complex.exp (t * (v k ^ 2 / 2 - b * v k)))
      (fun k => φ k * (v k ^ 2 / 2 - b * v k)) (fun k => hc _ _) i) ?_
    simp only [Complex.ofReal_zero, zero_mul, Complex.exp_zero, mul_one]

/-- For `t ≥ 0` the product of components of two orbitals sharing one field is integrable with mean
`pairMoment`, whose slope at `t = 0` is given. -/
theorem mean_pair (K L : Matrix n n ℂ) (v w : n → ℂ) (b c : ℂ) (φ χ : n → ℂ) (i j : n) :
    (∀ t : ℝ, 0 ≤ t →
      Integrable (fun x => step K v b φ t x i * step L w c χ t x j) γ ∧
      ∫ x, step K v b φ t x i * step L w c χ t x j ∂γ = pairMoment K L v w b c φ χ i j t) ∧
    HasDerivAt (pairMoment K L v w b c φ χ i j)
      (φ i * χ j * ((v i + w j) ^ 2 / 2 - (b * v i + c * w j))
        - φ i * (L *ᵥ χ) j - χ j * (K *ᵥ φ) i) 0 := by
  constructor
  · intro t ht
    -- the two field factors merge into a single exponential
    have e : ∀ x, step K v b φ t x i * step L w c χ t x j =
        (NormedSpace.exp (t • (-K)) *ᵥ fun k => (NormedSpace.exp (t • (-L)) *ᵥ fun l =>
          φ k * χ l * fieldFactor (v k + w l) (b * v k + c * w l) t x) j) i := by
      intro x
      simp only [step_eq, mulVec, dotProduct]
      rw [Finset.sum_mul_sum]
      refine Finset.sum_congr rfl fun k _ => ?_
      rw [Finset.mul_sum]
      refine Finset.sum_congr rfl fun l _ => ?_
      have hf : fieldFactor (v k + w l) (b * v k + c * w l) t x =
          fieldFactor (v k) (b * v k) t x * fieldFactor (w l) (c * w l) t x := by
        simp only [fieldFactor, ← Complex.exp_add]
        congr 1
        ring
      rw [hf]
      ring
    have hin := fun k => mean_mulVec (NormedSpace.exp (t • (-L)))
      (fun x l => φ k * χ l * fieldFactor (v k + w l) (b * v k + c * w l) t x)
      (fun l => (mean_fieldFactor _ _ ht).1.const_mul _) j
    have hout := mean_mulVec (NormedSpace.exp (t • (-K))) _ (fun k => (hin k).1) i
    simp only [e]
    refine ⟨hout.1, hout.2.trans ?_⟩
    simp only [(hin _).2, integral_const_mul, (mean_fieldFactor _ _ ht).2, pairMoment]
  · have hc : ∀ p q : ℂ, HasDerivAt (fun t : ℝ => p * Complex.exp (t * q)) (p * q) 0 :=
      fun p q => by
        simpa using ((hasDerivAt_id (0 : ℝ)).ofReal_comp.mul_const q).cexp.const_mul p
    have h1 : (L *ᵥ fun l => φ i * χ l) j = φ i * (L *ᵥ χ) j := by
      simp only [mulVec, dotProduct, Finset.mul_sum]
      exact Finset.sum_congr rfl fun l _ => by ring
    have h2 : (K *ᵥ fun k => φ k * χ j) i = χ j * (K *ᵥ φ) i := by
      simp only [mulVec, dotProduct, Finset.mul_sum]
      exact Finset.sum_congr rfl fun k _ => by ring
    have hin := fun k => hasDerivAt_propagate L
      (fun t l => φ k * χ l * Complex.exp (t * ((v k + w l) ^ 2 / 2 - (b * v k + c * w l))))
      (fun l => φ k * χ l * ((v k + w l) ^ 2 / 2 - (b * v k + c * w l))) (fun l => hc _ _) j
    refine HasDerivAt.congr_deriv (hasDerivAt_propagate K (fun t k =>
      (NormedSpace.exp (t • (-L)) *ᵥ fun l => φ k * χ l *
        Complex.exp (t * ((v k + w l) ^ 2 / 2 - (b * v k + c * w l)))) j) _ hin i) ?_
    simp only [Complex.ofReal_zero, zero_mul, Complex.exp_zero, mul_one, zero_smul,
      NormedSpace.exp_zero, one_mulVec, h1, h2]

/-- A quantity that agrees for `t > 0` with a function vanishing at zero has, divided by `t`,
the slope of that function as its limit. -/
theorem tendsto_rate {f F : ℝ → ℂ} {F' : ℂ} (hF : HasDerivAt F F' 0) (h0 : F 0 = 0)
    (hf : ∀ t, 0 < t → f t = F t) : Tendsto (fun t : ℝ => f t / t) (𝓝[>] 0) (𝓝 F') := by
  refine hF.tendsto_slope_zero_right.congr' ?_
  filter_upwards [self_mem_nhdsWithin] with t ht
  rw [zero_add, h0, sub_zero, hf t ht, Complex.real_smul, Complex.ofReal_inv, div_eq_inv_mul]

/-- Two orbitals driven by the same auxiliary field have the cross-diffusion `(V φ)_i (W χ)_j`. -/
theorem cross_diffusion (K L : Matrix n n ℂ) (v w : n → ℂ) (b c : ℂ) (φ χ : n → ℂ)
    (i j : n) :
    Tendsto (fun t : ℝ =>
      (∫ x, (step K v b φ t x i - φ i) * (step L w c χ t x j - χ j) ∂γ) / t)
      (𝓝[>] 0) (𝓝 ((diagonal v *ᵥ φ) i * (diagonal w *ᵥ χ) j)) := by
  have key : ∀ (A B : ℝ → ℂ) (p q : ℂ), Integrable A γ → Integrable B γ →
      Integrable (fun x => A x * B x) γ → ∫ x, (A x - p) * (B x - q) ∂γ =
        ∫ x, A x * B x ∂γ - p * ∫ x, B x ∂γ - q * ∫ x, A x ∂γ + p * q := by
    intro A B p q hA hB hAB
    have e : (fun x => (A x - p) * (B x - q)) =
        fun x => A x * B x - p * B x - q * A x + p * q := by
      ext x
      ring
    have i1 : Integrable (fun x => A x * B x - p * B x) γ := hAB.sub (hB.const_mul p)
    have i2 : Integrable (fun x => A x * B x - p * B x - q * A x) γ := i1.sub (hA.const_mul q)
    rw [e, integral_add i2 (integrable_const _), integral_sub i1 (hA.const_mul q),
      integral_sub hAB (hB.const_mul p), integral_const_mul, integral_const_mul]
    simp
  obtain ⟨mA, dA⟩ := mean_step K v b φ i
  obtain ⟨mB, dB⟩ := mean_step L w c χ j
  obtain ⟨mP, dP⟩ := mean_pair K L v w b c φ χ i j
  have hd := ((dP.fun_sub (dB.const_mul (φ i))).fun_sub (dA.const_mul (χ j))).add_const
    (φ i * χ j)
  -- drift terms cancel and only the noise term survives
  refine tendsto_rate (hd.congr_deriv ?_) ?_ fun t ht => ?_
  · simp only [mulVec_diagonal]
    ring
  · simp only [pairMoment, meanStep, Complex.ofReal_zero, zero_mul, Complex.exp_zero, mul_one,
      zero_smul, NormedSpace.exp_zero, one_mulVec]
    ring
  · rw [key _ _ _ _ (mA t ht.le).1 (mB t ht.le).1 (mP t ht.le).1, (mA t ht.le).2,
      (mB t ht.le).2, (mP t ht.le).2]

/-- Itô drift and diffusion of an AFQMC orbital: the mean increment per unit time tends to `(-K +
V²/2 - b V) φ`, and the mean product of increments to `(V φ)_i (V φ)_j`. -/
theorem ito_drift_and_diffusion (K : Matrix n n ℂ) (v : n → ℂ) (b : ℂ) (φ : n → ℂ) :
    Tendsto (fun (t : ℝ) (i : n) => (∫ x, (step K v b φ t x i - φ i) ∂γ) / (t : ℂ))
      (𝓝[>] 0) (𝓝 ((-K + (1 / 2 : ℂ) • diagonal v ^ 2 - b • diagonal v) *ᵥ φ)) ∧
    ∀ i j, Tendsto (fun t : ℝ =>
      (∫ x, (step K v b φ t x i - φ i) * (step K v b φ t x j - φ j) ∂γ) / t)
      (𝓝[>] 0) (𝓝 ((diagonal v *ᵥ φ) i * (diagonal v *ᵥ φ) j)) := by
  refine ⟨tendsto_pi_nhds.2 fun i => ?_, fun i j => cross_diffusion K K v v b b φ φ i j⟩
  obtain ⟨mA, dA⟩ := mean_step K v b φ i
  refine tendsto_rate ((dA.sub_const (φ i)).congr_deriv ?_) ?_ fun t ht => ?_
  · simp only [sub_mulVec, add_mulVec, neg_mulVec, smul_mulVec, pow_two,
      diagonal_mul_diagonal, Pi.sub_apply, Pi.add_apply, Pi.neg_apply, Pi.smul_apply,
      smul_eq_mul, mulVec_diagonal]
    ring
  · simp [meanStep, NormedSpace.exp_zero]
  · rw [integral_sub (mA t ht.le).1 (integrable_const _), (mA t ht.le).2]
    simp

/-- The mean product of one increment with the complex conjugate of another, per unit time,
tends to `(V φ)_i` times the conjugate of `(V φ)_j`. -/
theorem hermitian_diffusion (K : Matrix n n ℂ) (v : n → ℂ) (b : ℂ) (φ : n → ℂ) (i j : n) :
    Tendsto (fun t : ℝ =>
      (∫ x, (step K v b φ t x i - φ i) * star (step K v b φ t x j - φ j) ∂γ) / t)
      (𝓝[>] 0) (𝓝 ((diagonal v *ᵥ φ) i * star ((diagonal v *ᵥ φ) j))) := by
  -- the conjugate of a step is a step with conjugated data
  have hc : ∀ t x : ℝ, star (step K v b φ t x j) =
      step (Kᴴᵀ) (star v) (star b) (star φ) t x j := by
    intro t x
    have hE : NormedSpace.exp (t • (-Kᴴᵀ)) = (NormedSpace.exp (t • (-K)))ᴴᵀ := by
      rw [← Matrix.exp_conjTranspose, ← Matrix.exp_transpose]
      congr 1
      ext a c
      simp
    have hz : ∀ a : ℂ, star (fieldFactor a (b * a) t x) =
        fieldFactor (star a) (star b * star a) t x := by
      intro a
      simp [fieldFactor, ← Complex.exp_conj]
    simp only [step_eq, hE, mulVec, dotProduct, star_sum, star_mul', transpose_apply,
      conjTranspose_apply, Pi.star_apply, hz]
  have e : star ((diagonal v *ᵥ φ) j) = (diagonal (star v) *ᵥ star φ) j := by
    simp only [mulVec_diagonal, star_mul', Pi.star_apply]
  simp only [star_sub, hc, e]
  exact cross_diffusion K (Kᴴᵀ) v (star v) b (star b) φ (star φ) i j

end

end PhaselessAFQMC
```

```lean
#print axioms PhaselessAFQMC.ito_drift_and_diffusion
-- 'PhaselessAFQMC.ito_drift_and_diffusion' depends on axioms: [propext, Classical.choice, Quot.sound]
#print axioms PhaselessAFQMC.hermitian_diffusion
-- 'PhaselessAFQMC.hermitian_diffusion' depends on axioms: [propext, Classical.choice, Quot.sound]
```

## How the proof follows the moments

`step_eq` reduces the diagonal exponential to scalar factors. `mean_fieldFactor` bounds their norm by a real Gaussian-integrable exponential, then evaluates the mean through the complex moment generating function. `mean_mulVec` moves the average through a matrix.

The closed forms `meanStep` and `pairMoment` contain no √t, so they can be differentiated at zero from both sides, although they are shown to equal the averages only for t ≥ 0. `hasDerivAt_propagate` is the product rule, applied once in `mean_step` and twice, in nested form, in `mean_pair`. `tendsto_rate` turns these slopes into one-sided limits.

In `cross_diffusion`, `key` expands the product of increments, and `ring` carries out the cancellation. The main theorem uses this result for identical data and obtains the drift component by component. For `hermitian_diffusion`, `hc` shows that the conjugate of a step is the step with conjugated data.
